# In the Stern model of a symmetric electrolyte with a constant compact layer, the capacitance is lowest only at zero charge

## Charge, potential drops and capacitance

An electrode with surface charge density $\sigma$ stands in an electrolyte. The potential drop $U$ from electrode to bulk solution depends on $\sigma$, and the quantity of interest is the differential capacitance $C = 1/U'(\sigma)$. Potentials are in units of the thermal voltage $k_BT/e$ and are counted from the uncharged electrode. The electrolyte is symmetric and monovalent, and no ion is specifically adsorbed. Outside the compact layer the ions are treated as points, so their crowding at high charge is left out.

Two positive constants enter. $C_H$ describes the compact layer, the ion-free gap left because ions have finite size; its capacitance is taken as independent of charge. $C_D$ is the capacitance of the diffuse ion cloud in the limit of small charge, set by the permittivity and the Debye length. Many textbooks use the symbol $C_D$ for the charge-dependent diffuse capacitance; here it is a constant. Because potentials are dimensionless, both constants have the units of a charge density, and dividing by the thermal voltage gives ordinary capacitances per area.

```lean
import Mathlib

open Filter Topology

namespace SternDoubleLayer

noncomputable section
```

In what follows, a `def` introduces a quantity. A `theorem` lists its hypotheses, then its claim after a colon, then its proof after `:=`. The symbol `ℝ` stands for the real numbers.

```lean
/-- Potential drop across the diffuse layer at surface charge `σ`, in units of the thermal
voltage, for a diffuse-layer capacitance parameter `CD ≠ 0`. -/
def diffusePotential (CD σ : ℝ) : ℝ := 2 * Real.arsinh (σ / (2 * CD))
```

This is the diffuse-layer drop, $\psi = 2\,\operatorname{arsinh}\big(\sigma/(2C_D)\big)$. The formula is taken as the definition; its derivation from the Poisson–Boltzmann equation for point ions at a flat wall is not given here.

```lean
/-- Total potential drop of the Stern model: compact layer plus diffuse layer, in units of the
thermal voltage, for `CH ≠ 0` and `CD ≠ 0`. -/
def potential (CH CD σ : ℝ) : ℝ := σ / CH + diffusePotential CD σ
```

The total drop adds the compact layer in series:

$$U(\sigma) = \frac{\sigma}{C_H} + 2\,\operatorname{arsinh}\frac{\sigma}{2C_D}.$$

```lean
/-- Differential capacitance at surface charge `σ`: the reciprocal of the derivative of the
potential with respect to charge, where that derivative exists and is nonzero. -/
def capacitance (CH CD σ : ℝ) : ℝ := 1 / deriv (potential CH CD) σ
```

Here `deriv` is the actual derivative of $U$ with respect to $\sigma$. The series formula for $C$ is therefore something to prove.

## The Grahame relation

```lean
/-- For `CD > 0`, the diffuse-layer drop is the unique solution `ψ` of the Grahame relation
`σ = 2 CD sinh (ψ / 2)`. -/
theorem grahame_iff {CD : ℝ} (hCD : 0 < CD) (σ ψ : ℝ) :
    σ = 2 * CD * Real.sinh (ψ / 2) ↔ ψ = diffusePotential CD σ := by
  have h2 : 2 * CD ≠ 0 := by positivity
  constructor
  · intro h
    rw [diffusePotential, h, mul_div_cancel_left₀ _ h2, Real.arsinh_sinh]
    ring
  · intro h
    rw [h, diffusePotential, mul_div_cancel_left₀ _ (two_ne_zero), Real.sinh_arsinh,
      mul_div_assoc', mul_div_cancel_left₀ _ h2]
```

The sign `↔` means "if and only if": $\sigma = 2C_D\sinh(\psi/2)$ holds exactly when $\psi$ is the diffuse-layer drop at $\sigma$. By hand, divide by $2C_D$ and apply $\operatorname{arsinh}$ to both sides; for the converse, apply $\sinh$. The two halves of the proof do this with `Real.arsinh_sinh` and `Real.sinh_arsinh`.

## The slope of the potential

```lean
/-- The derivative of the Stern potential with respect to charge is the sum of a constant
compact-layer term and a diffuse-layer term. -/
theorem hasDerivAt_potential (CH : ℝ) {CD : ℝ} (σ : ℝ) :
    HasDerivAt (potential CH CD)
      (1 / CH + 1 / (CD * √(1 + σ ^ 2 / (4 * CD ^ 2)))) σ := by
  have h1 : HasDerivAt (fun s : ℝ => s / (2 * CD)) (1 / (2 * CD)) σ :=
    (hasDerivAt_id' σ).div_const _
  have h2 : HasDerivAt (fun s : ℝ => Real.arsinh (s / (2 * CD)))
      ((√(1 + (σ / (2 * CD)) ^ 2))⁻¹ * (1 / (2 * CD))) σ := h1.arsinh
  have e : (σ / (2 * CD)) ^ 2 = σ ^ 2 / (4 * CD ^ 2) := by
    rw [div_pow]
    ring
  rw [e] at h2
  have h3 := ((hasDerivAt_id' σ).div_const CH).fun_add (h2.const_mul 2)
  exact h3.congr_deriv (by ring)
```

`HasDerivAt f a x` reads "$f$ has derivative $a$ at $x$". Since $\operatorname{arsinh}'(x) = 1/\sqrt{1+x^2}$, the chain rule with $x=\sigma/(2C_D)$ gives

$$U'(\sigma) = \frac{1}{C_H} + 2\cdot\frac{1}{2C_D}\cdot\frac{1}{\sqrt{1+x^2}} = \frac{1}{C_H} + \frac{1}{C_D\sqrt{1+\sigma^2/(4C_D^2)}}.$$

In the proof, `h1` is the inner derivative, `h2` the chain rule, and `h3` the sum with the compact-layer term. No condition on the constants appears: the formula holds for either sign, and the value zero is covered by Lean's convention that division by zero gives zero. The physical case is that of positive constants.

```lean
/-- For positive `CH` and `CD`, the potential increases strictly with the surface charge. -/
theorem potential_strictMono {CH CD : ℝ} (hCH : 0 < CH) (hCD : 0 < CD) :
    StrictMono (potential CH CD) := by
  apply strictMono_of_deriv_pos
  intro σ
  rw [(hasDerivAt_potential CH σ).deriv]
  positivity
```

Both terms of $U'$ are positive, so $U$ increases strictly. The tactic `positivity` checks the sign.

## Every potential has one charge

```lean
/-- For positive `CH` and `CD`, every value of the potential is reached at exactly one surface
charge. -/
theorem potential_bijective {CH CD : ℝ} (hCH : 0 < CH) (hCD : 0 < CD) :
    Function.Bijective (potential CH CD) := by
  refine ⟨(potential_strictMono hCH hCD).injective, fun y => ?_⟩
  have hc : Continuous (potential CH CD) :=
    continuous_iff_continuousAt.mpr fun σ => (hasDerivAt_potential CH σ).continuousAt
  -- the compact-layer term alone is at most `y` at charge `-CH |y|` and at least `y` at `CH |y|`
  have hp : 0 ≤ CH * |y| / (2 * CD) := by positivity
  have hn : CH * (-|y|) / (2 * CD) ≤ 0 := by
    have e : CH * (-|y|) / (2 * CD) = -(CH * |y| / (2 * CD)) := by ring
    rw [e]
    linarith
  refine mem_range_of_exists_le_of_exists_ge hc ⟨CH * (-|y|), ?_⟩ ⟨CH * |y|, ?_⟩
  · have h := Real.arsinh_nonpos_iff.mpr hn
    rw [potential, diffusePotential, mul_div_cancel_left₀ _ hCH.ne']
    linarith [neg_abs_le y]
  · have h := Real.arsinh_nonneg_iff.mpr hp
    rw [potential, diffusePotential, mul_div_cancel_left₀ _ hCH.ne']
    linarith [le_abs_self y]
```

Strict increase means that no potential is reached twice. To see that each value $y$ is reached, evaluate $U$ at two charges:

$$U(-C_H|y|) \le -|y| \le y, \qquad U(C_H|y|) \ge |y| \ge y.$$

The compact-layer term gives $\mp|y|$ exactly, and the diffuse term has the same sign as the charge or vanishes. Since $U$ is continuous, the intermediate value theorem supplies a charge with $U(\sigma)=y$. In Lean this last step is `mem_range_of_exists_le_of_exists_ge`, and the two bullets prove the two inequalities.

## How the capacitance grows with charge

```lean
/-- For positive `CH` and `CD`, the capacitance is strictly larger at the larger magnitude of
surface charge. -/
theorem capacitance_lt_of_abs_lt {CH CD σ τ : ℝ} (hCH : 0 < CH) (hCD : 0 < CD)
    (h : |σ| < |τ|) : capacitance CH CD σ < capacitance CH CD τ := by
  have hsq : σ ^ 2 < τ ^ 2 := sq_lt_sq.mpr h
  have hdiv : σ ^ 2 / (4 * CD ^ 2) < τ ^ 2 / (4 * CD ^ 2) :=
    div_lt_div_of_pos_right hsq (by positivity)
  have hs : √(1 + σ ^ 2 / (4 * CD ^ 2)) < √(1 + τ ^ 2 / (4 * CD ^ 2)) :=
    Real.sqrt_lt_sqrt (by positivity) (by linarith)
  have hd := one_div_lt_one_div_of_lt (by positivity) (mul_lt_mul_of_pos_left hs hCD)
  rw [capacitance, capacitance, (hasDerivAt_potential CH σ).deriv,
    (hasDerivAt_potential CH τ).deriv]
  exact one_div_lt_one_div_of_lt (by positivity) (by linarith)
```

If $|\sigma|<|\tau|$, then $C(\sigma)<C(\tau)$. By hand, $\sigma^2<\tau^2$, so the square root is larger at $\tau$ and the diffuse term of $1/C$ is smaller there. Hence $1/C(\tau)<1/C(\sigma)$, and taking reciprocals of positive numbers reverses the inequality. The steps `hsq`, `hdiv`, `hs` and `hd` follow this chain in order.

```lean
/-- For positive `CH` and `CD`, the capacitance tends to the compact-layer value `CH` whenever
the magnitude of the surface charge grows without bound. -/
theorem tendsto_capacitance {CH CD : ℝ} (hCH : 0 < CH) (hCD : 0 < CD) {l : Filter ℝ}
    (hl : Tendsto (fun σ : ℝ => |σ|) l atTop) :
    Tendsto (capacitance CH CD) l (𝓝 CH) := by
  -- the diffuse-layer capacitance is at least `|σ| / 2`
  have hb : ∀ σ : ℝ, |σ| / 2 ≤ CD * √(1 + σ ^ 2 / (4 * CD ^ 2)) := by
    intro σ
    have h1 : |σ / (2 * CD)| ≤ √(1 + σ ^ 2 / (4 * CD ^ 2)) := by
      apply Real.abs_le_sqrt
      have e : (σ / (2 * CD)) ^ 2 = σ ^ 2 / (4 * CD ^ 2) := by
        rw [div_pow]
        ring
      linarith
    have h2 : |σ| / 2 = CD * |σ / (2 * CD)| := by
      rw [abs_div, abs_of_pos (by positivity : 0 < 2 * CD)]
      field_simp
    rw [h2]
    exact mul_le_mul_of_nonneg_left h1 hCD.le
  have hs := tendsto_atTop_mono hb (hl.atTop_div_const two_pos)
  have h0 : Tendsto (fun σ : ℝ => (CD * √(1 + σ ^ 2 / (4 * CD ^ 2)))⁻¹) l (𝓝 0) :=
    hs.inv_tendsto_atTop
  have h := (h0.const_add (1 / CH)).inv₀ (by positivity)
  have e : (1 / CH + 0)⁻¹ = CH := by simp
  rw [e] at h
  refine h.congr fun σ => ?_
  rw [capacitance, (hasDerivAt_potential CH σ).deriv]
  simp only [one_div]
```

`Tendsto f l (𝓝 CH)` says that $f$ approaches $C_H$ in the limit described by `l`. The hypothesis `hl` asks only that $|\sigma|\to\infty$ in that limit, so one proof serves both signs of charge. The estimate needed is

$$C_D\sqrt{1+\frac{\sigma^2}{4C_D^2}} \;\ge\; C_D\,\frac{|\sigma|}{2C_D} = \frac{|\sigma|}{2},$$

which is `hb`. The left side therefore grows without bound, its reciprocal tends to zero (`h0`), and $1/C\to 1/C_H$. Taking the reciprocal gives $C\to C_H$.

## The combined statement

```lean
/-- The Stern model with positive `CH` and `CD`: the potential is a strictly increasing bijection
of the reals, the compact and diffuse capacitances add in series, the capacitance has its only
minimum at zero charge, and it tends to `CH` at large charge of either sign. -/
theorem stern_model {CH CD : ℝ} (hCH : 0 < CH) (hCD : 0 < CD) :
    StrictMono (potential CH CD) ∧ Function.Bijective (potential CH CD) ∧
    (∀ σ, 1 / capacitance CH CD σ =
      1 / CH + 1 / (CD * √(1 + σ ^ 2 / (4 * CD ^ 2)))) ∧
    (∀ σ, σ ≠ 0 → capacitance CH CD 0 < capacitance CH CD σ) ∧
    Tendsto (capacitance CH CD) atTop (𝓝 CH) ∧
    Tendsto (capacitance CH CD) atBot (𝓝 CH) := by
  refine ⟨potential_strictMono hCH hCD, potential_bijective hCH hCD, fun σ => ?_,
    fun σ hσ => capacitance_lt_of_abs_lt hCH hCD (by simpa using hσ),
    tendsto_capacitance hCH hCD tendsto_abs_atTop_atTop,
    tendsto_capacitance hCH hCD tendsto_abs_atBot_atTop⟩
  rw [capacitance, one_div_one_div, (hasDerivAt_potential CH σ).deriv]
```

The sign `∧` means "and". For $C_H, C_D>0$, the six clauses say that $U$ is strictly increasing; that it is a bijection of the reals; that

$$\frac1C = \frac1{C_H}+\frac1{C_D\sqrt{1+\sigma^2/(4C_D^2)}};$$

that $C(0)<C(\sigma)$ for every $\sigma\neq0$; and that $C\to C_H$ as $\sigma\to+\infty$ (`atTop`) and as $\sigma\to-\infty$ (`atBot`). The minimum clause is the previous comparison with one charge set to zero, and the series formula follows from the definition of $C$ and the derivative of $U$.

```lean
/-- For positive `CH` and `CD`, the capacitance at zero charge is `CH CD / (CH + CD)`. -/
theorem capacitance_zero {CH CD : ℝ} (hCH : 0 < CH) (hCD : 0 < CD) :
    capacitance CH CD 0 = CH * CD / (CH + CD) := by
  have hs : √(1 + (0 : ℝ) ^ 2 / (4 * CD ^ 2)) = 1 := by simp
  have e : 1 / CH + 1 / (CD * 1) = (CH + CD) / (CH * CD) := by
    rw [mul_one, div_add_div _ _ hCH.ne' hCD.ne']
    ring
  rw [capacitance, (hasDerivAt_potential CH 0).deriv, hs, e, one_div_div]
```

At $\sigma=0$ the square root is 1, so $1/C(0)=1/C_H+1/C_D$ and the minimum value is $C_HC_D/(C_H+C_D)$.

## Capacitance as a function of applied potential

```lean
/-- For positive `CH` and `CD`, if `charge u` is the surface charge at applied potential `u`, then
its derivative with respect to `u` is the differential capacitance at that charge. -/
theorem hasDerivAt_charge {CH CD : ℝ} (hCH : 0 < CH) (hCD : 0 < CD) {charge : ℝ → ℝ}
    (hq : ∀ u, potential CH CD (charge u) = u) (u : ℝ) :
    HasDerivAt charge (capacitance CH CD (charge u)) u := by
  have hU := potential_strictMono hCH hCD
  -- the charge is a monotone surjection of the potential, hence continuous
  have hm : Monotone charge := by
    intro a b hab
    apply hU.le_iff_le.mp
    rw [hq, hq]
    exact hab
  have hsurj : Function.Surjective charge := fun σ =>
    ⟨potential CH CD σ, hU.injective (hq _)⟩
  have hc : Continuous charge := hm.continuous_of_surjective hsurj
  have hd := HasDerivAt.of_local_left_inverse hc.continuousAt
    (hasDerivAt_potential CH (charge u)) (by positivity) (Eventually.of_forall hq)
  refine hd.congr_deriv ?_
  rw [capacitance, (hasDerivAt_potential CH (charge u)).deriv]
  exact (one_div _).symm

end

end SternDoubleLayer
```

When the potential $u$ is the controlled quantity, the charge becomes a function of it. The hypothesis `hq` says that `charge u` is the charge at which the total drop equals $u$; by the bijection above, there is exactly one such function. Differentiating $U(\sigma(u))=u$ gives $U'(\sigma(u))\,\sigma'(u)=1$, hence

$$\frac{d\sigma}{du} = \frac{1}{U'(\sigma(u))} = C(\sigma(u)).$$

This calculation presumes that $\sigma(u)$ is differentiable. The proof first shows that `charge` is monotone (`hm`) and takes every real value (`hsurj`), which makes it continuous (`hc`). The derivative rule for inverse functions, `HasDerivAt.of_local_left_inverse`, then gives both differentiability and the slope.

For simulations of electrodes in an implicit electrolyte, this gives a reference curve for the capacitance, within a mean-field picture of point ions and a constant compact layer.

```lean
#print axioms SternDoubleLayer.grahame_iff
-- 'SternDoubleLayer.grahame_iff' depends on axioms: [propext, Classical.choice, Quot.sound]
#print axioms SternDoubleLayer.stern_model
-- 'SternDoubleLayer.stern_model' depends on axioms: [propext, Classical.choice, Quot.sound]
#print axioms SternDoubleLayer.capacitance_zero
-- 'SternDoubleLayer.capacitance_zero' depends on axioms: [propext, Classical.choice, Quot.sound]
#print axioms SternDoubleLayer.hasDerivAt_charge
-- 'SternDoubleLayer.hasDerivAt_charge' depends on axioms: [propext, Classical.choice, Quot.sound]
```
